# After n steps of size h under constant acceleration g, velocity Verlet is exact and the explicit Euler position is off by −nh²g/2

A ball is thrown sideways in a uniform gravitational field, without air resistance, and a program follows its fall in time steps of size h. The true path is a parabola, but the program only adds up short updates of position and velocity. How far from the parabola is it after n steps?

With velocity Verlet it is on the parabola at every step, whatever the size of h. With explicit Euler the velocity is right, but the position misses by −(nh²/2) g. In molecular dynamics without a thermostat, the result applies to non-interacting ions in an electric field that is uniform in space and constant in time. Once the particles interact, their accelerations in general change along the path, and the result then no longer applies.

```lean
import Mathlib

namespace UniformAccelerationVerlet

noncomputable section

section Schemes

variable {E : Type*} [AddCommGroup E] [Module ℝ E]
```

The type `E` is the space in which positions, velocities and accelerations live. The two bracketed assumptions make it a real vector space, of any dimension. It can be ℝ³ for one particle or ℝ³ᴺ for N particles.

## Three update rules and the parabola

```lean
/-- One velocity Verlet step of size `h` for the acceleration field `a`, acting on a pair
(position, velocity). The velocity uses the mean of the old and the new acceleration. -/
def velocityVerlet (a : E → E) (h : ℝ) (p : E × E) : E × E :=
  (p.1 + h • p.2 + (h ^ 2 / 2) • a p.1,
    p.2 + (h / 2) • (a p.1 + a (p.1 + h • p.2 + (h ^ 2 / 2) • a p.1)))
```

A state `p` is a pair, with position `p.1` and velocity `p.2`; the letter does not stand for momentum. The sign `•` multiplies a vector by a real number. The acceleration field `a` depends on position only, so friction and magnetic forces do not fit this definition. Writing x and v for the old position and velocity, and x′ and v′ for the new ones, we have

x′ = x + h v + (h²/2) a(x)

v′ = v + (h/2) (a(x) + a(x′))

```lean
/-- One explicit Euler step: position and velocity both advance with their old rates. -/
def explicitEuler (a : E → E) (h : ℝ) (p : E × E) : E × E :=
  (p.1 + h • p.2, p.2 + h • a p.1)
```

Explicit Euler uses old values throughout:

x′ = x + h v, v′ = v + h a(x)

```lean
/-- One symplectic Euler step: the velocity is updated first, and the position then advances
with the new velocity. -/
def symplecticEuler (a : E → E) (h : ℝ) (p : E × E) : E × E :=
  (p.1 + h • (p.2 + h • a p.1), p.2 + h • a p.1)
```

Symplectic Euler updates the velocity first and moves the particle with the result:

v′ = v + h a(x), x′ = x + h v′

```lean
/-- The motion under constant acceleration `g`: the state reached from `p` after time `t`. -/
def uniformFlow (g : E) (t : ℝ) (p : E × E) : E × E :=
  (p.1 + t • p.2 + (t ^ 2 / 2) • g, p.2 + t • g)
```

This is the textbook parabola, written as a map that carries a state forward by a time t:

x(t) = x + t v + (t²/2) g, v(t) = v + t g

It is defined independently of the three schemes, and the last theorem below ties it to Newton's equation.

## Verlet steps add up to the exact motion

```lean
/-- Moving for a time `t` and then for a time `s` is the same as moving for the time `s + t`. -/
theorem uniformFlow_add (g : E) (s t : ℝ) (p : E × E) :
    uniformFlow g (s + t) p = uniformFlow g s (uniformFlow g t p) := by
  apply Prod.ext <;> simp only [uniformFlow] <;> module
```

A `theorem` states a claim, and the proof follows `by`. Here the claim is that moving for a time t and then for a time s equals moving for s + t. By hand, the position after both stages is

x + t v + (t²/2) g + s (v + t g) + (s²/2) g = x + (s + t) v + ((s + t)²/2) g

because t²/2 + st + s²/2 = (s + t)²/2. The velocity is v + t g + s g = v + (s + t) g.

In Lean, `Prod.ext` splits the equality of pairs into one equation for position and one for velocity, and `simp only [uniformFlow]` inserts the definition. The tactic `module` then does the algebra. It reads each side as a linear combination of vectors, here x, v and g, collects the real coefficient of each, and checks that the coefficients agree by the rules of commutative rings. This is how one compares coefficients by hand, and it needs neither a basis nor components. Most of the algebra below is done in the same way.

```lean
/-- For constant acceleration, a single velocity Verlet step is the exact motion over the
time `h`. -/
theorem velocityVerlet_step (g : E) (h : ℝ) (p : E × E) :
    velocityVerlet (fun _ => g) h p = uniformFlow g h p := by
  refine Prod.ext rfl ?_
  simp only [velocityVerlet, uniformFlow]
  module
```

The expression `fun _ => g` is the field that returns g at every position. With it, the Verlet position is already the parabola at time h, which Lean accepts by definition (`rfl`). For the velocity,

v + (h/2) (g + g) = v + h g

A single Verlet step is therefore exact.

```lean
/-- For constant acceleration, velocity Verlet with any list of step sizes gives the exact motion
over the total time. -/
theorem velocityVerlet_variable_steps (g : E) (steps : List ℝ) (p : E × E) :
    steps.foldl (fun q h => velocityVerlet (fun _ => g) h q) p
      = uniformFlow g steps.sum p := by
  induction steps generalizing p with
  | nil => simp [uniformFlow]
  | cons h t ih =>
    simp only [List.foldl_cons, List.sum_cons]
    rw [velocityVerlet_step g h p, ih, ← uniformFlow_add, add_comm t.sum h]
```

The steps may also have different sizes. `foldl` works through the list `steps` from left to right, and the final state is the exact one at the total time. The proof is by induction on the list. An empty list changes nothing. Otherwise the first step is exact motion for a time h, the remaining steps are exact motion for the sum of their sizes, and the two times add. In the code, `t` is here the list of remaining steps and not a time.

## Where the Euler positions go

```lean
/-- The state after `n` explicit Euler steps with constant acceleration: the acceleration
enters the position with the factor `n (n - 1) / 2`. -/
theorem explicitEuler_iterate (g : E) (h : ℝ) (n : ℕ) (p : E × E) :
    (explicitEuler (fun _ => g) h)^[n] p
      = (p.1 + (n * h) • p.2 + ((n : ℝ) * (n - 1) / 2 * h ^ 2) • g, p.2 + (n * h) • g) := by
  induction n with
  | zero => simp
  | succ n ih =>
    rw [Function.iterate_succ_apply', ih]
    apply Prod.ext <;> simp only [explicitEuler] <;> push_cast <;> module
```

The notation `^[n]` means that a map is applied n times. After n steps the Euler velocity is v + nh g, so the next step adds

h v + n h² g

to the position. The coefficients of h² g add up to

0 + 1 + … + (n − 1) = n(n − 1)/2

The induction checks that n(n − 1)/2 + n = (n + 1)n/2. `Function.iterate_succ_apply'` separates the last step from the earlier ones, and `push_cast` turns the natural number n + 1 into a real number plus one. The annotation `(n : ℝ)` makes n − 1 a subtraction of real numbers, and at n = 0 the coefficient is zero, as it should be.

```lean
/-- The state after `n` symplectic Euler steps with constant acceleration: the acceleration
enters the position with the factor `n (n + 1) / 2`. -/
theorem symplecticEuler_iterate (g : E) (h : ℝ) (n : ℕ) (p : E × E) :
    (symplecticEuler (fun _ => g) h)^[n] p
      = (p.1 + (n * h) • p.2 + ((n : ℝ) * (n + 1) / 2 * h ^ 2) • g, p.2 + (n * h) • g) := by
  induction n with
  | zero => simp
  | succ n ih =>
    rw [Function.iterate_succ_apply', ih]
    apply Prod.ext <;> simp only [symplecticEuler] <;> push_cast <;> module
```

Symplectic Euler moves with the updated velocity, so the sum starts one term later:

1 + 2 + … + n = n(n + 1)/2

The proof has the same form.

```lean
/-- For constant acceleration `g`, `n` velocity Verlet steps of size `h` give the exact position
and velocity at time `n h`, while the explicit Euler position differs from the exact one by
`-(n h² / 2) g`. -/
theorem velocityVerlet_exact_and_euler_error (g x₀ v₀ : E) (h : ℝ) (n : ℕ) :
    (velocityVerlet (fun _ => g) h)^[n] (x₀, v₀)
        = (x₀ + (n * h) • v₀ + ((n * h) ^ 2 / 2) • g, v₀ + (n * h) • g) ∧
      ((explicitEuler (fun _ => g) h)^[n] (x₀, v₀)).1
          - (x₀ + (n * h) • v₀ + ((n * h) ^ 2 / 2) • g)
        = -((n * h ^ 2 / 2) • g) := by
  constructor
  · -- each step is the exact flow, and the flow times add up
    change _ = uniformFlow g (n * h) (x₀, v₀)
    induction n with
    | zero => simp [uniformFlow]
    | succ n ih =>
      have e : ((n + 1 : ℕ) : ℝ) * h = h + n * h := by push_cast; ring
      rw [Function.iterate_succ_apply', ih, velocityVerlet_step, e, uniformFlow_add]
  · -- compare n (n - 1) / 2 with n² / 2
    rw [explicitEuler_iterate]
    dsimp only
    module
```

This is the main result, for initial position x₀ and velocity v₀. The sign `∧` joins two claims. The first is that n Verlet steps give

xₙ = x₀ + nh v₀ + ((nh)²/2) g, vₙ = v₀ + nh g

If n steps are exact motion for a time nh, one more step extends it to h + nh = (n + 1)h. The proof uses `change` to write the right-hand side as `uniformFlow`, and then follows this induction with the two theorems on single steps and added times.

The second claim is about the explicit Euler position, selected by `.1`, minus the exact one. The terms in x₀ and v₀ cancel, and what remains is

(n(n − 1)/2 − n²/2) h² g = −(nh²/2) g

At a fixed total time T = nh this equals −(Th/2) g, so halving the step halves the error.

In a simulation program the Verlet step usually appears as a half kick, a drift, a new force evaluation and a second half kick:

v ← v + (h/2) a(x)

x ← x + h v

v ← v + (h/2) a(x)

Take a ball falling from rest with g = 10 m/s² and h = 0.1 s. The first half kick brings the speed to 0.5 m/s, the drift moves the ball by 0.05 m, and the second half kick brings the speed to 1 m/s. After ten steps the ball has fallen 5 m, as the parabola requires. Explicit Euler does not move it at all in the first step and reaches 4.5 m after ten.

These statements are about real numbers. A program rounds its numbers, so the Verlet positions it computes can differ from the parabola by rounding errors.

```lean
/-- For constant acceleration, explicit Euler and velocity Verlet reach the same position after
`n` steps exactly when there are no steps, the step size is zero or the acceleration is zero. -/
theorem euler_position_eq_verlet_iff (g x₀ v₀ : E) (h : ℝ) (n : ℕ) :
    ((explicitEuler (fun _ => g) h)^[n] (x₀, v₀)).1
        = ((velocityVerlet (fun _ => g) h)^[n] (x₀, v₀)).1
      ↔ n = 0 ∨ h = 0 ∨ g = 0 := by
  obtain ⟨hV, hE⟩ := velocityVerlet_exact_and_euler_error g x₀ v₀ h n
  rw [hV]
  dsimp only
  rw [← sub_eq_zero, hE]
  simp [or_assoc]
```

The two positions agree after n steps exactly when n = 0, h = 0 or g = 0; the initial data play no part. Their difference is −(nh²/2) g, and a number times a vector vanishes only if one of the two is zero. The proof rewrites the equality as a vanishing difference (`sub_eq_zero`) and inserts the main result.

```lean
/-- For constant acceleration, the velocity Verlet position after `n` steps is the mean of the
explicit Euler and the symplectic Euler positions. -/
theorem verlet_position_eq_mean_of_eulers (g x₀ v₀ : E) (h : ℝ) (n : ℕ) :
    ((velocityVerlet (fun _ => g) h)^[n] (x₀, v₀)).1
      = (1 / 2 : ℝ) • (((explicitEuler (fun _ => g) h)^[n] (x₀, v₀)).1
          + ((symplecticEuler (fun _ => g) h)^[n] (x₀, v₀)).1) := by
  rw [(velocityVerlet_exact_and_euler_error g x₀ v₀ h n).1, explicitEuler_iterate,
    symplecticEuler_iterate]
  dsimp only
  module

end Schemes
```

The Verlet position lies midway between the two Euler positions, since

½ (n(n − 1)/2 + n(n + 1)/2) = n²/2

For the falling ball, symplectic Euler gives 5.5 m, and the mean of 4.5 m and 5.5 m is 5 m.

## The parabola satisfies Newton's equation

```lean
section Newton

variable {E : Type*} [NormedAddCommGroup E] [NormedSpace ℝ E]

/-- In a normed space, the uniform flow starts at the given state and solves Newton's equation:
the position changes at the rate of the velocity, and the velocity at the constant rate `g`. -/
theorem uniformFlow_solves_newton (g : E) (p : E × E) :
    uniformFlow g 0 p = p ∧
      ∀ t : ℝ, HasDerivAt (fun s => (uniformFlow g s p).1) (uniformFlow g t p).2 t ∧
        HasDerivAt (fun s => (uniformFlow g s p).2) g t := by
  refine ⟨by simp [uniformFlow], fun t => ?_⟩
  have linear (w : E) : HasDerivAt (fun s : ℝ => s • w) w t := by
    simpa using (hasDerivAt_id' t).smul_const w
  have quadratic : HasDerivAt (fun s : ℝ => s ^ 2 / 2) t t :=
    ((hasDerivAt_pow 2 t).div_const 2).congr_deriv (by norm_num)
  exact ⟨((linear p.2).const_add p.1).add (quadratic.smul_const g),
    (linear g).const_add p.2⟩

end Newton

end

end UniformAccelerationVerlet
```

A derivative is a limit, and here limits are taken with respect to a norm on `E`, such as the length of a vector in ℝ³. The theorem says that the flow starts at the given state and that at every time t, negative times included,

dx/dt = v(t), dv/dt = g

`HasDerivAt` states that a function has a given derivative at a given point. By hand, one differentiates x + t v + (t²/2) g and obtains v + t g, whose derivative is g. The proof does this in parts: `linear` differentiates s w for a fixed vector w, `quadratic` differentiates s²/2, and the last lines add the terms. This gives the word "exact" its meaning: the Verlet states are values of a solution of Newton's equation with the given initial data.

```lean
#print axioms UniformAccelerationVerlet.velocityVerlet_exact_and_euler_error
-- 'UniformAccelerationVerlet.velocityVerlet_exact_and_euler_error' depends on axioms: [propext, Classical.choice, Quot.sound]
#print axioms UniformAccelerationVerlet.euler_position_eq_verlet_iff
-- 'UniformAccelerationVerlet.euler_position_eq_verlet_iff' depends on axioms: [propext, Classical.choice, Quot.sound]
#print axioms UniformAccelerationVerlet.verlet_position_eq_mean_of_eulers
-- 'UniformAccelerationVerlet.verlet_position_eq_mean_of_eulers' depends on axioms: [propext, Classical.choice, Quot.sound]
#print axioms UniformAccelerationVerlet.uniformFlow_solves_newton
-- 'UniformAccelerationVerlet.uniformFlow_solves_newton' depends on axioms: [propext, Classical.choice, Quot.sound]
```
